# Co-coercivity for strongly convex energies with Lipschitz gradient

Relaxing a structure yields energy gradients at successive geometries. From two of them, $x$ and $x'$, a quasi-Newton method takes the step $s=x'-x$ and the gradient change $y=g(x')-g(x)$, and learns the stiffness from this pair. How are $s$ and $y$ tied together if the stiffness lies between $m$ and $L$?

Suppose that the energy $f$ has an $L$-Lipschitz gradient $g$ and that $f(x)-m\|x\|^2/2$ is convex. Then

$$(m+L)\langle y,s\rangle\ \ge\ mL\|s\|^2+\|y\|^2 .$$

For $0<m\le L$ and $s\ne0$ this gives $\langle y,s\rangle>0$, the condition under which a BFGS update keeps a positive definite Hessian model positive definite, for energies that obey both bounds everywhere.

```lean
import Mathlib

open scoped InnerProductSpace

namespace StronglyConvexCurvature

noncomputable section

variable {E : Type*} [NormedAddCommGroup E] [InnerProductSpace ℝ E] [CompleteSpace E]
```

`E` is the configuration space, a real Hilbert space. The Cartesian positions of $N$ atoms form $\mathbb R^{3N}$. The energy of a free molecule is unchanged by translations, so on that space it satisfies no convexity bound with $m>0$; to use $m>0$, first remove the rigid motions, for example by holding suitable coordinates fixed.

```lean
/-- The energy `f` has gradient `g`, the gradient is Lipschitz with constant `L`, and
`f x - m ‖x‖² / 2` is convex. -/
structure CurvatureBounds (f : E → ℝ) (g : E → E) (m L : ℝ) : Prop where
  grad : ∀ x, HasGradientAt f (g x) x
  lipschitz : ∀ x x', ‖g x' - g x‖ ≤ L * ‖x' - x‖
  convex : ConvexOn ℝ Set.univ (fun x => f x - m / 2 * ‖x‖ ^ 2)
```

`CurvatureBounds f g m L` bundles the three assumptions. Here `g` is the gradient, so the force is $-g$ and the change in force is $-y$. `Set.univ` means that convexity holds on the whole space. Even with rigid motions removed, a molecular energy surface usually has bounds with $m>0$ only near a nondegenerate minimum, and the theorems below do not cover such local bounds. For a twice continuously differentiable energy on $\mathbb R^n$, the inequality between $s$ and $y$ still holds if all Hessian eigenvalues lie between $m$ and $L$ along the segment from $x$ to $x'$: then $y=\bar Hs$, where $\bar H$ is the Hessian averaged over the segment, and $\langle(\bar H-m)(L-\bar H)s,s\rangle\ge0$ is the inequality.

`CurvatureBounds` itself requires no second derivatives and leaves the signs and order of $m$ and $L$ free; the two descent theorems at the end add $0<m\le L$.

```lean
variable {f : E → ℝ} {g : E → E} {m L : ℝ}

/-- Under `CurvatureBounds f g m L`, along a line `x + t s` the energy changes at the rate
`⟨g(x + t s), s⟩`. -/
theorem hasDerivAt_line (hf : CurvatureBounds f g m L) (x s : E) (t : ℝ) :
    HasDerivAt (fun t : ℝ => f (x + t • s)) ⟪g (x + t • s), s⟫_ℝ t := by
  have hl : HasDerivAt (fun t : ℝ => x + t • s) s t :=
    (((hasDerivAt_id' t).smul_const s).const_add x).congr_deriv (one_smul ℝ s)
  have h := (hf.grad (x + t • s)).hasFDerivAt.comp_hasDerivAt t hl
  exact h.congr_deriv (by simp)
```

The argument `hf` supplies the assumptions. By the chain rule, $\frac{d}{dt}f(x+ts)=\langle g(x+ts),s\rangle$; Lean writes $ts$ as `t • s`.

```lean
/-- Upper quadratic model: under `CurvatureBounds f g m L`, after a step `s` the energy is at most
its linear prediction plus `L ‖s‖² / 2`. -/
theorem upper_model (hf : CurvatureBounds f g m L) (x s : E) :
    f (x + s) ≤ f x + ⟪g x, s⟫_ℝ + L / 2 * ‖s‖ ^ 2 := by
  have hd : ∀ t : ℝ, HasDerivAt
      (fun t : ℝ => f (x + t • s) - t * ⟪g x, s⟫_ℝ - L / 2 * ‖s‖ ^ 2 * (t * t))
      (⟪g (x + t • s), s⟫_ℝ - ⟪g x, s⟫_ℝ - L * ‖s‖ ^ 2 * t) t := fun t =>
    (((hasDerivAt_line hf x s t).fun_sub ((hasDerivAt_id' t).mul_const _)).fun_sub
      (((hasDerivAt_id' t).fun_mul (hasDerivAt_id' t)).const_mul
        (L / 2 * ‖s‖ ^ 2))).congr_deriv (by ring)
  -- the mean value theorem on the segment from `x` to `x + s`
  obtain ⟨c, hc, h⟩ := exists_hasDerivAt_eq_slope _ _ (zero_lt_one' ℝ)
    (fun t _ => (hd t).continuousAt.continuousWithinAt) (fun t _ => hd t)
  simp only [one_smul, zero_smul, add_zero, sub_zero, div_one] at h
  have h1 := real_inner_le_norm (g (x + c • s) - g x) s
  have h2 := hf.lipschitz x (x + c • s)
  rw [add_sub_cancel_left, norm_smul, Real.norm_of_nonneg hc.1.le] at h2
  have h3 := mul_le_mul_of_nonneg_right h2 (norm_nonneg s)
  rw [inner_sub_left] at h1
  nlinarith [h1, h3, h]
```

Let $\varphi(t)=f(x+ts)-t\langle g(x),s\rangle-\frac L2t^2\|s\|^2$. The Cauchy–Schwarz and Lipschitz bounds give, for $t\ge0$,

$$\varphi'(t)=\langle g(x+ts)-g(x),s\rangle-Lt\|s\|^2\le0 .$$

The mean value theorem provides $c\in(0,1)$ with $\varphi(1)-\varphi(0)=\varphi'(c)\le0$, which is the claim. In Lean, `h1` is Cauchy–Schwarz and `h2` the Lipschitz bound, both at $c$.

```lean
/-- Lower quadratic model: under `CurvatureBounds f g m L`, after a step `s` the energy is at least
its linear prediction plus `m ‖s‖² / 2`. -/
theorem lower_model (hf : CurvatureBounds f g m L) (x s : E) :
    f x + ⟪g x, s⟫_ℝ + m / 2 * ‖s‖ ^ 2 ≤ f (x + s) := by
  have hl : HasDerivAt (fun t : ℝ => x + t • s) s 0 :=
    (((hasDerivAt_id' (0 : ℝ)).smul_const s).const_add x).congr_deriv (one_smul ℝ s)
  have hd := (hasDerivAt_line hf x s 0).fun_sub (hl.norm_sq.const_mul (m / 2))
  have hc : ConvexOn ℝ Set.univ
      (fun t : ℝ => f (x + t • s) - m / 2 * ‖x + t • s‖ ^ 2) := by
    refine ⟨convex_univ, fun a _ b _ p q hp hq hpq => ?_⟩
    have h := hf.convex.2 (Set.mem_univ (x + a • s)) (Set.mem_univ (x + b • s)) hp hq hpq
    have e : p • (x + a • s) + q • (x + b • s) = x + (p • a + q • b) • s := by
      obtain rfl : q = 1 - p := by linarith
      simp only [smul_eq_mul]
      module
    rw [e] at h
    exact h
  -- a convex function lies above its tangent
  have h := hc.le_slope_of_hasDerivAt (Set.mem_univ 0) (Set.mem_univ 1) zero_lt_one hd
  simp only [slope_def_field, one_smul, zero_smul, add_zero, sub_zero, div_one] at h
  rw [norm_add_sq_real] at h
  linarith
```

The function $h(t)=f(x+ts)-\frac m2\|x+ts\|^2$ is convex (`hc`), so it lies above its tangent: $h(1)\ge h(0)+h'(0)$, with $h'(0)=\langle g(x),s\rangle-m\langle x,s\rangle$. Expanding $\|x+s\|^2$ cancels the terms in $x$ and leaves $\frac m2\|s\|^2$.

```lean
/-- Interpolation inequality: under `CurvatureBounds f g m L`, the energy in excess of its linear
prediction, times `2 (L - m)`, bounds from above a quadratic form in the step and the gradient
change. -/
theorem interpolation (hf : CurvatureBounds f g m L) (x x' : E) :
    ‖g x' - g x‖ ^ 2 + m * L * ‖x' - x‖ ^ 2 - 2 * m * ⟪g x' - g x, x' - x⟫_ℝ
      ≤ 2 * (L - m) * (f x' - f x - ⟪g x, x' - x⟫_ℝ) := by
  obtain ⟨s, rfl⟩ : ∃ s, x' = x + s := ⟨x' - x, by simp⟩
  rw [add_sub_cancel_left]
  obtain ⟨w, hw⟩ : ∃ w, w = g (x + s) - g x - m • s := ⟨_, rfl⟩
  have hW : ‖w‖ ^ 2 = ⟪g (x + s), w⟫_ℝ - ⟪g x, w⟫_ℝ - m * ⟪s, w⟫_ℝ := by
    rw [← real_inner_self_eq_norm_sq, ← real_inner_smul_left, ← inner_sub_left,
      ← inner_sub_left, ← hw]
  have hn : ∀ (t : ℝ) (v : E), ‖t • v‖ ^ 2 = t ^ 2 * ‖v‖ ^ 2 := fun t v => by
    rw [norm_smul, mul_pow, Real.norm_eq_abs, sq_abs]
  have hW' : ‖w‖ ^ 2 = ‖g (x + s) - g x‖ ^ 2 - 2 * (m * ⟪g (x + s) - g x, s⟫_ℝ)
      + m ^ 2 * ‖s‖ ^ 2 := by
    rw [hw, norm_sub_sq_real, real_inner_smul_right, hn]
  -- compare the two quadratic models at the trial point `x + s - t w`
  have key : ∀ t : ℝ, m / 2 * ‖s‖ ^ 2 + t * ‖w‖ ^ 2 - (L - m) / 2 * t ^ 2 * ‖w‖ ^ 2
      ≤ f (x + s) - f x - ⟪g x, s⟫_ℝ := by
    intro t
    have h1 := lower_model hf x (s - t • w)
    have h2 := upper_model hf (x + s) (-(t • w))
    have e : x + s + -(t • w) = x + (s - t • w) := by abel
    rw [e, inner_neg_right, real_inner_smul_right, norm_neg, hn] at h2
    rw [inner_sub_right, real_inner_smul_right, norm_sub_sq_real,
      real_inner_smul_right, hn] at h1
    linear_combination h1 + h2 + t * hW
  rcases lt_or_ge m L with hlt | hge
  · have hd : 0 < L - m := sub_pos.mpr hlt
    have h := mul_le_mul_of_nonneg_left (key (1 / (L - m)))
      (by positivity : 0 ≤ 2 * (L - m))
    have e : 2 * (L - m) * (m / 2 * ‖s‖ ^ 2 + 1 / (L - m) * ‖w‖ ^ 2
        - (L - m) / 2 * (1 / (L - m)) ^ 2 * ‖w‖ ^ 2)
        = m * (L - m) * ‖s‖ ^ 2 + ‖w‖ ^ 2 := by
      have hne : L - m ≠ 0 := hd.ne'
      generalize L - m = d at hne
      field_simp
      ring
    rw [e] at h
    linarith
  · have hd : 0 ≤ m - L := sub_nonneg.mpr hge
    have hu := upper_model hf x s
    have h1 := key 1
    have a := mul_nonneg hd (sq_nonneg ‖w‖)
    have b := mul_nonneg hd (sq_nonneg ‖s‖)
    have c : 0 ≤ m / 2 * ‖s‖ ^ 2 - (f (x + s) - f x - ⟪g x, s⟫_ℝ) := by linarith
    have hw0 : ‖w‖ ^ 2 ≤ 0 := by linarith
    have p := mul_nonneg hd c
    linarith
```

Put $w=y-ms$ and $D=f(x')-f(x)-\langle g(x),s\rangle$. At the trial point $x'-tw$, the lower model from $x$ cannot exceed the upper model from $x'$:

$$f(x)+\langle g(x),s-tw\rangle+\tfrac m2\|s-tw\|^2\le f(x')-t\langle g(x'),w\rangle+\tfrac L2t^2\|w\|^2 .$$

Since $\langle y-ms,w\rangle=\|w\|^2$, this rearranges to `key`:

$$\tfrac m2\|s\|^2+t\|w\|^2-\tfrac{L-m}2t^2\|w\|^2\le D .$$

If $m<L$, take $t=1/(L-m)$ and multiply by $2(L-m)$:

$$m(L-m)\|s\|^2+\|w\|^2\le2(L-m)D .$$

Expanding $\|w\|^2=\|y\|^2-2m\langle y,s\rangle+m^2\|s\|^2$ gives the statement.

If $L\le m$, take $t=1$. With the upper model $D\le\frac L2\|s\|^2$ this gives

$$\Bigl(1+\tfrac{m-L}2\Bigr)\|w\|^2+\tfrac{m-L}2\|s\|^2\le0,$$

so $w=0$. Also $D\le\frac m2\|s\|^2$, hence $m(L-m)\|s\|^2\le2(L-m)D$, as needed.

```lean
/-- Strongly convex co-coercivity: under `CurvatureBounds f g m L`, the step `s = x' - x` and the
gradient change `y = g x' - g x` satisfy `(m + L) ⟨y, s⟩ ≥ m L ‖s‖² + ‖y‖²`. -/
theorem strong_cocoercivity (hf : CurvatureBounds f g m L) (x x' : E) :
    m * L * ‖x' - x‖ ^ 2 + ‖g x' - g x‖ ^ 2
      ≤ (m + L) * ⟪g x' - g x, x' - x⟫_ℝ := by
  -- add the interpolation inequality to its mirror image
  have h1 := interpolation hf x x'
  have h2 := interpolation hf x' x
  rw [← neg_sub x' x, ← neg_sub (g x') (g x), norm_neg, norm_neg, inner_neg_neg,
    inner_neg_right] at h2
  have e : ⟪g x' - g x, x' - x⟫_ℝ = ⟪g x', x' - x⟫_ℝ - ⟪g x, x' - x⟫_ℝ :=
    inner_sub_left _ _ _
  linear_combination (1 / 2) * h1 + (1 / 2) * h2 - (L - m) * e
```

Exchanging $x$ and $x'$ leaves the left side of the interpolation inequality unchanged. The two energy excesses add up to $\langle y,s\rangle$, so

$$2\bigl(\|y\|^2+mL\|s\|^2-2m\langle y,s\rangle\bigr)\le2(L-m)\langle y,s\rangle .$$

Halving and collecting terms proves the result; `linear_combination` does this bookkeeping.

A tempting shortcut for $0<m\le L$ adds $L\langle y,s\rangle\ge mL\|s\|^2$ to $L\langle y,s\rangle\ge\|y\|^2$. That yields the prefactor $2L$, which is weaker than $m+L$ when $m<L$.

The convexity constant matters too. For $f(x)=ax^2/2$ on the line with $0\le a<m\le L$, the gradient is $L$-Lipschitz and $f-ax^2/2$ is convex, but the inequality with $s\ne0$ would require $(a-m)(L-a)\ge0$, which is false. Convexity with a constant smaller than $m$ is therefore not enough.

```lean
/-- Under `CurvatureBounds f g m L` with `0 < m ≤ L`, subtracting `2 / (m + L)` times the gradient
at each of two points leaves them at most `(L - m) / (L + m)` times as far apart as before. -/
theorem descent_contraction (hf : CurvatureBounds f g m L) (hm : 0 < m) (hmL : m ≤ L)
    (x x' : E) :
    ‖(x' - (2 / (m + L)) • g x') - (x - (2 / (m + L)) • g x)‖
      ≤ (L - m) / (L + m) * ‖x' - x‖ := by
  have hp : 0 < m + L := by linarith
  have hp' : 0 < L + m := by linarith
  have hr : ((L - m) / (L + m)) ^ 2 = 1 - (2 / (m + L)) ^ 2 * (m * L) := by
    rw [add_comm L m]
    field_simp
    ring
  have ht : 2 * (2 / (m + L)) = (2 / (m + L)) ^ 2 * (m + L) := by
    field_simp
  have h := mul_le_mul_of_nonneg_left (strong_cocoercivity hf x x')
    (sq_nonneg (2 / (m + L)))
  have hb : 0 ≤ (L - m) / (L + m) * ‖x' - x‖ :=
    mul_nonneg (div_nonneg (sub_nonneg.mpr hmL) hp'.le) (norm_nonneg _)
  refine le_of_abs_le (abs_le_of_sq_le_sq ?_ hb)
  rw [mul_pow, hr]
  generalize 2 / (m + L) = t at *
  have e : (x' - t • g x') - (x - t • g x) = (x' - x) - t • (g x' - g x) := by module
  rw [e, norm_sub_sq_real, real_inner_smul_right, norm_smul, mul_pow, Real.norm_eq_abs,
    sq_abs, real_inner_comm]
  linear_combination h - ⟪g x' - g x, x' - x⟫_ℝ * ht
```

Write $\tau=2/(m+L)$ for the factor multiplying the gradient. Since $2\tau=\tau^2(m+L)$,

$$\|s-\tau y\|^2=\|s\|^2-\tau^2\bigl((m+L)\langle y,s\rangle-\|y\|^2\bigr)\le(1-\tau^2mL)\|s\|^2=\Bigl(\tfrac{L-m}{L+m}\Bigr)^2\|s\|^2 .$$

Lean compares these squares, then takes roots.

```lean
/-- Under `CurvatureBounds f g m L` with `0 < m ≤ L`, let each steepest-descent step subtract
`2 / (m + L)` times the gradient. After `k` steps the distance to a stationary point `z` is at most
`((L - m) / (L + m)) ^ k` times the initial distance. -/
theorem descent_rate (hf : CurvatureBounds f g m L) (hm : 0 < m) (hmL : m ≤ L)
    (x : ℕ → E) (hx : ∀ k, x (k + 1) = x k - (2 / (m + L)) • g (x k))
    (z : E) (hz : g z = 0) (k : ℕ) :
    ‖x k - z‖ ≤ ((L - m) / (L + m)) ^ k * ‖x 0 - z‖ := by
  have hr : 0 ≤ (L - m) / (L + m) := div_nonneg (by linarith) (by linarith)
  induction k with
  | zero => simp
  | succ k ih =>
    have h := descent_contraction hf hm hmL z (x k)
    rw [hz, smul_zero, sub_zero, ← hx k] at h
    calc ‖x (k + 1) - z‖ ≤ (L - m) / (L + m) * ‖x k - z‖ := h
      _ ≤ (L - m) / (L + m) * (((L - m) / (L + m)) ^ k * ‖x 0 - z‖) :=
        mul_le_mul_of_nonneg_left ih hr
      _ = ((L - m) / (L + m)) ^ (k + 1) * ‖x 0 - z‖ := by ring
```

A stationary point $z$, assumed given, is unmoved by the descent step. Applying the contraction to $z$ and $x_k$, with induction on $k$, gives

$$\|x_k-z\|\le\Bigl(\tfrac{L-m}{L+m}\Bigr)^k\|x_0-z\| .$$

```lean
/-- Harmonic energy of two uncoupled modes with force constants `m` and `L`. -/
def twoModeEnergy (m L : ℝ) (x : EuclideanSpace ℝ (Fin 2)) : ℝ :=
  m / 2 * (x 0 * x 0) + L / 2 * (x 1 * x 1)
```

This is $\frac m2x_0^2+\frac L2x_1^2$; here the subscripts label modes, not iterations.

```lean
/-- The vector with components `m x₀` and `L x₁`. -/
def twoModeGradient (m L : ℝ) (x : EuclideanSpace ℝ (Fin 2)) : EuclideanSpace ℝ (Fin 2) :=
  !₂[m * x 0, L * x 1]
```

Its gradient is $(mx_0,Lx_1)$.

```lean
/-- Sharpness: for `0 < m ≤ L` the two-mode harmonic energy meets the curvature bounds, and
strongly convex co-coercivity is an equality for every pair of points. -/
theorem twoMode_witness (m L : ℝ) (hm : 0 < m) (hmL : m ≤ L) :
    CurvatureBounds (twoModeEnergy m L) (twoModeGradient m L) m L ∧
    ∀ x x', (m + L) * ⟪twoModeGradient m L x' - twoModeGradient m L x, x' - x⟫_ℝ
      = m * L * ‖x' - x‖ ^ 2 + ‖twoModeGradient m L x' - twoModeGradient m L x‖ ^ 2 := by
  have hn : ∀ v : EuclideanSpace ℝ (Fin 2), ‖v‖ ^ 2 = v 0 ^ 2 + v 1 ^ 2 := fun v => by
    simp [EuclideanSpace.norm_sq_eq, Fin.sum_univ_two]
  have hi : ∀ u v : EuclideanSpace ℝ (Fin 2), ⟪u, v⟫_ℝ = u 0 * v 0 + u 1 * v 1 :=
    fun u v => by simp [PiLp.inner_apply, Fin.sum_univ_two, mul_comm]
  have g0 : ∀ x, twoModeGradient m L x 0 = m * x 0 := fun _ => rfl
  have g1 : ∀ x, twoModeGradient m L x 1 = L * x 1 := fun _ => rfl
  refine ⟨⟨fun x => ?_, fun x x' => ?_, convex_univ, ?_⟩, fun x x' => ?_⟩
  · -- differentiate the two squares
    have hc : ∀ i : Fin 2, HasFDerivAt (fun x : EuclideanSpace ℝ (Fin 2) => x i)
        (EuclideanSpace.proj i : EuclideanSpace ℝ (Fin 2) →L[ℝ] ℝ) x := fun i =>
      (EuclideanSpace.proj i : EuclideanSpace ℝ (Fin 2) →L[ℝ] ℝ).hasFDerivAt
    have h := (((hc 0).fun_mul (hc 0)).const_mul (m / 2)).fun_add
      (((hc 1).fun_mul (hc 1)).const_mul (L / 2))
    rw [hasGradientAt_iff_hasFDerivAt]
    refine h.congr_fderiv (ContinuousLinearMap.ext fun v => ?_)
    have e : (InnerProductSpace.toDual ℝ _ (twoModeGradient m L x)) v
        = ⟪twoModeGradient m L x, v⟫_ℝ := by simp
    have hv : ∀ i : Fin 2,
        (EuclideanSpace.proj i : EuclideanSpace ℝ (Fin 2) →L[ℝ] ℝ) v = v i := fun _ => rfl
    rw [e, hi, g0, g1]
    simp only [add_apply, smul_apply, hv, smul_eq_mul]
    ring
  · have hL : 0 ≤ L := by linarith
    refine le_of_abs_le (abs_le_of_sq_le_sq ?_ (mul_nonneg hL (norm_nonneg _)))
    rw [mul_pow, hn, hn]
    simp only [PiLp.sub_apply, g0, g1]
    have h : 0 ≤ (L - m) * (L + m) := mul_nonneg (by linarith) (by linarith)
    nlinarith [mul_nonneg h (sq_nonneg (x' 0 - x 0))]
  · intro x _ y _ p q hp hq hpq
    simp only [hn, twoModeEnergy, PiLp.add_apply, PiLp.smul_apply, smul_eq_mul]
    have h := mul_nonneg (mul_nonneg hp hq)
      (mul_nonneg (sub_nonneg.mpr hmL) (sq_nonneg (x 1 - y 1)))
    obtain rfl : q = 1 - p := by linarith
    linarith
  · rw [hi, hn, hn]
    simp only [PiLp.sub_apply, g0, g1]
    ring

end

end StronglyConvexCurvature
```

The first part verifies the three assumptions: differentiation gives the gradient, $m^2s_0^2+L^2s_1^2\le L^2\|s\|^2$ gives the Lipschitz bound, and the shifted energy $\frac{L-m}2x_1^2$ is convex. The second part is equality for every pair of points:

$$(m+L)(ms_0^2+Ls_1^2)=mL(s_0^2+s_1^2)+m^2s_0^2+L^2s_1^2 .$$

```lean
#print axioms StronglyConvexCurvature.strong_cocoercivity
#print axioms StronglyConvexCurvature.descent_rate
```

```
'StronglyConvexCurvature.strong_cocoercivity' depends on axioms: [propext, Classical.choice, Quot.sound]
'StronglyConvexCurvature.descent_rate' depends on axioms: [propext, Classical.choice, Quot.sound]
```
